# A real matrix has a real eigenvalue in every Gershgorin disc that at most touches the others

Before a real, non-symmetric matrix goes to an eigenvalue solver, its diagonal entries and the sums of the absolute off-diagonal entries in each row can guarantee a real eigenvalue within a known distance of a chosen diagonal entry. The check succeeds when the Gershgorin disc of that entry overlaps no other disc, though it may touch them.

```lean
import Mathlib

open Matrix

namespace IsolatedGershgorinDisc

variable {n : Type*} [Fintype n] [DecidableEq n]

/-- The Gershgorin radius of site `i`: the sum of the absolute values of the
off-diagonal entries in row `i`. -/
def radius (H : Matrix n n ℝ) (i : n) : ℝ := ∑ j ∈ Finset.univ.erase i, |H i j|

/-- `E` is a real level of `H`: some nonzero real vector `v` satisfies `H v = E v`. -/
def IsLevel (H : Matrix n n ℝ) (E : ℝ) : Prop := ∃ v : n → ℝ, v ≠ 0 ∧ H *ᵥ v = E • v

/-- A Gershgorin radius is nonnegative. -/
theorem radius_nonneg (H : Matrix n n ℝ) (i : n) : 0 ≤ radius H i :=
  Finset.sum_nonneg fun _ _ => abs_nonneg _

/-- The real levels are the real zeros of the secular determinant `det (E - H)`. -/
theorem isLevel_iff (H : Matrix n n ℝ) (E : ℝ) :
    IsLevel H E ↔ (E • (1 : Matrix n n ℝ) - H).det = 0 := by
  have key : ∀ v : n → ℝ, (E • (1 : Matrix n n ℝ) - H) *ᵥ v = E • v - H *ᵥ v := by
    intro v
    rw [Matrix.sub_mulVec, Matrix.smul_mulVec, Matrix.one_mulVec]
  rw [← Matrix.exists_mulVec_eq_zero_iff]
  constructor
  · rintro ⟨v, hv, h⟩
    exact ⟨v, hv, by rw [key, h, sub_self]⟩
  · rintro ⟨v, hv, h⟩
    rw [key] at h
    exact ⟨v, hv, (sub_eq_zero.1 h).symm⟩

/-- If every diagonal entry of a real matrix is at least as large in absolute value as the
radius of its row, the determinant times the product of the diagonal entries is nonnegative. -/
theorem det_mul_diag_nonneg (A : Matrix n n ℝ) (h : ∀ i, radius A i ≤ |A i i|) :
    0 ≤ A.det * ∏ i, A i i := by
  by_contra hcon
  have hneg := not_le.1 hcon
  have hd : ∀ i, A i i ≠ 0 := by
    intro i hi
    have hprod : ∏ j, A j j = 0 := Finset.prod_eq_zero (Finset.mem_univ i) hi
    rw [hprod, mul_zero] at hneg
    exact lt_irrefl _ hneg
  -- switch on the off-diagonal couplings with a strength t from 0 to 1
  let D : Matrix n n ℝ := Matrix.diagonal fun i => A i i
  let M : ℝ → Matrix n n ℝ := fun t => D + t • (A - D)
  have hM : Continuous M := continuous_const.add (continuous_id.smul continuous_const)
  have hg : Continuous fun t => (M t).det * ∏ i, A i i := hM.matrix_det.mul continuous_const
  have h0 : 0 ≤ (M 0).det * ∏ i, A i i := by
    have e : M 0 = D := by simp [M]
    rw [e, Matrix.det_diagonal]
    exact mul_self_nonneg _
  have e1 : M 1 = A := by simp [M]
  have h1 : (M 1).det * ∏ i, A i i < 0 := by rw [e1]; exact hneg
  obtain ⟨t, ht, hzero⟩ :=
    intermediate_value_Icc' zero_le_one hg.continuousOn ⟨h1.le, h0⟩
  have ht1 : t < 1 := by
    refine lt_of_le_of_ne ht.2 ?_
    rintro rfl
    exact h1.ne hzero
  -- below full strength the matrix is strictly dominant, hence invertible
  have hdet : (M t).det ≠ 0 := by
    apply det_ne_zero_of_sum_row_lt_diag
    intro i
    have hs : ∑ j ∈ Finset.univ.erase i, ‖M t i j‖ = t * radius A i := by
      rw [radius, Finset.mul_sum]
      refine Finset.sum_congr rfl fun j hj => ?_
      have hij : i ≠ j := (Finset.ne_of_mem_erase hj).symm
      have e : M t i j = t * A i j := by simp [M, D, Matrix.diagonal_apply_ne _ hij]
      rw [e, Real.norm_eq_abs, abs_mul, abs_of_nonneg ht.1]
    have e : M t i i = A i i := by simp [M, D]
    rw [hs, e, Real.norm_eq_abs]
    nlinarith [mul_le_mul_of_nonneg_left (h i) ht.1,
      mul_pos (sub_pos.2 ht1) (abs_pos.2 (hd i))]
  exact mul_ne_zero hdet (Finset.prod_ne_zero_iff.2 fun i _ => hd i) hzero

/-- If row `i` has no off-diagonal couplings, its diagonal entry is a level. -/
theorem isLevel_of_radius_eq_zero (H : Matrix n n ℝ) (i : n) (h : radius H i = 0) :
    IsLevel H (H i i) := by
  rw [isLevel_iff]
  refine Matrix.det_eq_zero_of_row_eq_zero i fun j => ?_
  rcases eq_or_ne i j with rfl | hij
  · simp
  · have hj := (Finset.sum_eq_zero_iff_of_nonneg fun _ _ => abs_nonneg _).1 h j
      (Finset.mem_erase.2 ⟨hij.symm, Finset.mem_univ j⟩)
    simp [Matrix.one_apply_ne hij, abs_eq_zero.1 hj]

/-- If the Gershgorin disc of site `k` of a real matrix at most touches each of the other
discs, it contains a real level. -/
theorem exists_real_level (H : Matrix n n ℝ) (k : n)
    (hsep : ∀ i, i ≠ k → radius H i + radius H k ≤ |H i i - H k k|) :
    ∃ E, IsLevel H E ∧ |E - H k k| ≤ radius H k := by
  -- an uncoupled site inside the disc already supplies the level
  by_cases hz : ∃ i, radius H i = 0 ∧ |H i i - H k k| ≤ radius H k
  · obtain ⟨i, hi, hik⟩ := hz
    exact ⟨H i i, isLevel_of_radius_eq_zero H i hi, hik⟩
  have hr : 0 < radius H k := lt_of_le_of_ne (radius_nonneg H k)
    fun h => hz ⟨k, h.symm, by simpa using radius_nonneg H k⟩
  have hfar : ∀ i, i ≠ k → radius H k < |H i i - H k k| := by
    intro i hi
    rcases (radius_nonneg H i).eq_or_lt with h | h
    · exact not_le.1 fun h' => hz ⟨i, h.symm, h'⟩
    · linarith [hsep i hi]
  -- at both ends of the disc the sign of the determinant follows the diagonal
  have hsign : ∀ E, |E - H k k| = radius H k →
      0 ≤ (E • (1 : Matrix n n ℝ) - H).det * ∏ i, (E - H i i) := by
    intro E hE
    have hdiag : ∀ i, (E • (1 : Matrix n n ℝ) - H) i i = E - H i i := fun i => by simp
    have hrad : ∀ i, radius (E • (1 : Matrix n n ℝ) - H) i = radius H i := by
      intro i
      refine Finset.sum_congr rfl fun j hj => ?_
      simp [Matrix.one_apply_ne (Finset.ne_of_mem_erase hj).symm]
    have hmain := det_mul_diag_nonneg (E • (1 : Matrix n n ℝ) - H) (fun i => by
      rw [hrad, hdiag]
      rcases eq_or_ne i k with rfl | hik
      · exact hE.ge
      · have ht := abs_sub_le (H i i) E (H k k)
        rw [abs_sub_comm (H i i) E] at ht
        linarith [hsep i hik])
    simpa only [hdiag] using hmain
  have hl := hsign (H k k - radius H k) (by
    rw [sub_sub_cancel_left, abs_neg, abs_of_pos hr])
  have hu := hsign (H k k + radius H k) (by rw [add_sub_cancel_left, abs_of_pos hr])
  -- between the ends only the k-th diagonal factor changes sign
  have hP : (∏ i, (H k k - radius H k - H i i)) * ∏ i, (H k k + radius H k - H i i) < 0 := by
    rw [← Finset.prod_mul_distrib, ← Finset.mul_prod_erase _ _ (Finset.mem_univ k)]
    refine mul_neg_of_neg_of_pos (by nlinarith [mul_pos hr hr])
      (Finset.prod_pos fun i hi => ?_)
    have hq := mul_self_lt_mul_self hr.le (hfar i (Finset.ne_of_mem_erase hi))
    rw [abs_mul_abs_self] at hq
    nlinarith [hq]
  let p : ℝ → ℝ := fun E => (E • (1 : Matrix n n ℝ) - H).det
  have hp : Continuous p :=
    ((continuous_id.smul continuous_const).sub continuous_const).matrix_det
  have hpp : p (H k k - radius H k) * p (H k k + radius H k) ≤ 0 := by
    by_contra hcon
    have h1 := mul_nonneg hl hu
    have h2 := mul_neg_of_pos_of_neg (not_le.1 hcon) hP
    rw [mul_mul_mul_comm] at h1
    exact not_lt_of_ge h1 h2
  have hmem : (0 : ℝ) ∈ Set.uIcc (p (H k k - radius H k)) (p (H k k + radius H k)) := by
    rw [Set.mem_uIcc]
    rcases mul_nonpos_iff.1 hpp with ⟨h1, h2⟩ | ⟨h1, h2⟩
    · exact Or.inr ⟨h2, h1⟩
    · exact Or.inl ⟨h1, h2⟩
  obtain ⟨E, hE, hzero⟩ := intermediate_value_uIcc hp.continuousOn hmem
  rw [Set.uIcc_of_le (by linarith)] at hE
  exact ⟨E, (isLevel_iff H E).2 hzero,
    abs_le.2 ⟨by linarith [hE.1], by linarith [hE.2]⟩⟩

/-- If all Gershgorin discs of a real matrix are pairwise disjoint, its characteristic
polynomial is a product of distinct real linear factors, with one root in each disc. -/
theorem charpoly_eq_prod_of_disjoint (H : Matrix n n ℝ)
    (hsep : ∀ i k, i ≠ k → radius H i + radius H k < |H i i - H k k|) :
    ∃ E : n → ℝ, Function.Injective E ∧ (∀ k, |E k - H k k| ≤ radius H k) ∧
      H.charpoly = ∏ k, (Polynomial.X - Polynomial.C (E k)) := by
  choose E hE hd using fun k => exists_real_level H k fun i hi => (hsep i k hi).le
  have hinj : Function.Injective E := by
    intro i k h
    by_contra hne
    have hi := hd i
    have hk := hd k
    rw [← h] at hk
    rw [abs_sub_comm] at hi
    linarith [hsep i k hne, abs_sub_le (H i i) (E i) (H k k)]
  refine ⟨E, hinj, hd, ?_⟩
  have hmon : ∀ i ∈ Finset.univ, (Polynomial.X - Polynomial.C (E i)).Monic :=
    fun i _ => Polynomial.monic_X_sub_C _
  -- distinct roots give coprime factors, and the degrees agree
  refine Polynomial.eq_of_monic_of_dvd_of_natDegree_le
    (Polynomial.monic_prod_of_monic _ _ hmon) H.charpoly_monic ?_ ?_
  · refine Finset.prod_dvd_of_coprime
      ((Polynomial.pairwise_coprime_X_sub_C hinj).set_pairwise _) fun k _ => ?_
    rw [Polynomial.dvd_iff_isRoot, Polynomial.IsRoot.def, Matrix.eval_charpoly,
      Matrix.scalar_apply, ← Matrix.smul_one_eq_diagonal]
    exact (isLevel_iff H (E k)).1 (hE k)
  · rw [Matrix.charpoly_natDegree_eq_dim, Polynomial.natDegree_prod_of_monic _ _ hmon]
    simp

end IsolatedGershgorinDisc
```

```lean
#print axioms IsolatedGershgorinDisc.exists_real_level
#print axioms IsolatedGershgorinDisc.charpoly_eq_prod_of_disjoint
```

```
'IsolatedGershgorinDisc.exists_real_level' depends on axioms: [propext, Classical.choice, Quot.sound]
'IsolatedGershgorinDisc.charpoly_eq_prod_of_disjoint' depends on axioms: [propext, Classical.choice, Quot.sound]
```

## Real energies without symmetry

The matrices of linear-response theory are often real but not symmetric, and so are effective Hamiltonians obtained by a non-unitary similarity transformation followed by truncation to a smaller basis. The transformation alone leaves the eigenvalues of a symmetric Hamiltonian unchanged and therefore real, but the truncation need not keep them real. In both cases eigenvalues can leave the real axis in complex-conjugate pairs, and a complex value is no longer an ordinary excitation energy.

Let $H$ be a real square matrix with off-diagonal row sums
$$R_i=\sum_{j\neq i}|H_{ij}| .$$
The $i$-th Gershgorin disc has centre $H_{ii}$ and radius $R_i$. The theorem `exists_real_level` says that if
$$R_i+R_k\le |H_{ii}-H_{kk}|\quad\text{for all } i\neq k,$$
then $H$ has a real eigenvalue $E$ with $|E-H_{kk}|\le R_k$. Physically, the condition says that the diagonal energy of state $k$ is separated from every other one by at least the sum of the two total coupling strengths.

The smallest example is the random-phase approximation for a single excitation with real matrix elements, whose matrix has rows $(a,b)$ and $(-b,-a)$. Here $a$ is the diagonal element of the excitation, and $b$ couples the excitation to the corresponding de-excitation. Its characteristic polynomial $X^2-a^2+b^2$ gives the eigenvalues $\pm\sqrt{a^2-b^2}$, which are real exactly when $|b|\le|a|$, and this is also the disc condition. In general the condition is sufficient but not necessary: the matrix with rows $(0,1)$ and $(1,0)$ violates it and has the real eigenvalues $\pm1$.

## The matrix and its levels in Lean

The finite type `n` labels the basis states, which the comments call sites, and `radius H i` is $R_i$. `IsLevel H E` says that $Hv=Ev$ for some nonzero real vector $v$, so "level" here always means a real eigenvalue with a right eigenvector. The hypothesis `hsep` is the separation condition, and the bound on $E$ describes the interval in which the disc cuts the real axis.

The theorem gives existence and does not count the eigenvalues in the disc. A count comes with `charpoly_eq_prod_of_disjoint`, which assumes that all discs are pairwise disjoint. The characteristic polynomial is then $\prod_k (X-E_k)$ with distinct real $E_k$, one in each disc.

The hypotheses concern a finite matrix with known entries. That its eigenvalues are close to the energies of the physical system, despite the truncated basis, is a separate matter.

## A sign rule for dominant matrices

By `isLevel_iff`, $E$ is a level exactly when $p(E)=\det(E\,\mathbb 1-H)$ vanishes, because $Hv=Ev$ means $(E\,\mathbb 1-H)v=0$.

The main tool is `det_mul_diag_nonneg`: if a real matrix $A$ satisfies $\sum_{j\ne i}|A_{ij}|\le|A_{ii}|$ in every row, then $\det A\,\prod_i A_{ii}\ge 0$. Suppose the product were negative. Then no $A_{ii}$ is zero. Let $D$ be the diagonal part of $A$, and switch on the couplings through $M(t)=D+t(A-D)$. The continuous function
$$f(t)=\det M(t)\,\prod_i A_{ii}$$
has $f(0)=\left(\prod_i A_{ii}\right)^2\ge0$ and $f(1)<0$, so it vanishes at some $t$ with $0\le t<1$. At this $t$,
$$\sum_{j\neq i}|M_{ij}(t)|=t\sum_{j\ne i}|A_{ij}|\le t|A_{ii}|<|A_{ii}|=|M_{ii}(t)| .$$

Such a matrix is invertible. If $M(t)v=0$ with $v\neq0$, choose $i$ so that $|v_i|$ is largest; row $i$ gives $|A_{ii}||v_i|\le t|A_{ii}||v_i|$, which is impossible. So $f(t)\ne0$, a contradiction. In Lean, `intermediate_value_Icc'` supplies $t$ and `det_ne_zero_of_sum_row_lt_diag` supplies the invertibility.

## The determinant at the two ends of the disc

The proof of `exists_real_level` first treats uncoupled rows. If $R_i=0$ and $|H_{ii}-H_{kk}|\le R_k$ for some $i$, possibly $k$ itself, then row $i$ of $H_{ii}\mathbb 1-H$ is zero. By `isLevel_of_radius_eq_zero`, $H_{ii}$ is the required level.

Otherwise $R_k>0$. Also $|H_{ii}-H_{kk}|>R_k$ for every $i\ne k$ (`hfar`): if $R_i=0$ because the first case is excluded, and if $R_i>0$ by the separation condition.

Put $E_\pm=H_{kk}\pm R_k$ and $q(E)=\prod_i(E-H_{ii})$. The matrix $E_\pm\mathbb 1-H$ has the same row sums $R_i$ as $H$. Its $k$-th diagonal entry has absolute value $R_k$, and for $i\neq k$
$$|E_\pm-H_{ii}|\ge|H_{ii}-H_{kk}|-R_k\ge R_i .$$
The sign rule therefore gives $p(E_\pm)\,q(E_\pm)\ge0$, which is `hsign`. On the other hand,
$$q(E_-)\,q(E_+)=-R_k^2\prod_{i\ne k}\left[(H_{kk}-H_{ii})^2-R_k^2\right]<0,$$
which is `hP`. Multiplying the two inequalities from the sign rule shows that $p(E_-)\,p(E_+)\le0$ (`hpp`). Since $p$ is continuous, it has a zero between $E_-$ and $E_+$. Lean uses `intermediate_value_uIcc` here because it is not known at which end $p$ is the larger.

For pairwise disjoint discs, `choose` picks one level $E_k$ from each. They are distinct, so the factors $X-E_k$ are coprime and their product divides the characteristic polynomial. Both polynomials are monic and of the same degree, hence equal.

## Complex spectra and groups of discs

The spectrum could have been modelled in $\mathbb C$, with the claim that an eigenvalue in the disc has zero imaginary part. For a disc disjoint from all others, this setting leads to the stronger statement that it contains exactly one eigenvalue, counted with multiplicity. The usual proof of that statement counts complex zeros by a continuity argument instead of following a sign along the real axis.

The sign argument also applies to groups of overlapping discs, an extension argued here in words only. Let $x<y$ be real numbers that lie in the interior of no disc and equal no diagonal entry. If an odd number of diagonal entries, counted with repetition, lie between them, then $q(x)\,q(y)<0$, so $p(x)\,p(y)\le0$ and $H$ has a real eigenvalue in $[x,y]$.
